# For real orbitals, three-body transcorrelated integrals on a finite grid reduce to single grid sums once the intermediates are known, and have 48-fold index symmetry

Take a grid of two points, 0 and 1, with unit weights and $g(x,y)=x-y$, and let one orbital-pair density be 1 on point 0 and zero on point 1, and two others the reverse: the triple sum over the kernel has one non-zero contribution, $g(0,1)\,g(0,1)=(-1)(-1)=1$, which is also the product of two separate grid sums, one for each density on point 1, evaluated at point 0. The file below proves this factorisation for real orbitals on every finite weighted grid, and derives from it that the order of the orbital pairs does not matter. Together with the swaps inside each pair, which leave the pair densities unchanged, this gives the index symmetry of the integral.

```lean
import Mathlib

open Matrix

namespace TranscorrelatedThreeBody

noncomputable section

variable {G ι : Type*} [Fintype G] {d : ℕ}

/-- The product of the two real orbitals of a pair at a grid point. -/
def pairDensity (φ : ι → G → ℝ) (a : ι × ι) (x : G) : ℝ := φ a.1 x * φ a.2 x

/-- The three-body kernel: a sum of three dot products of `g`, one centred at each point. -/
def kernel (g : G → G → Fin d → ℝ) (x y z : G) : ℝ :=
  g x y ⬝ᵥ g x z + g y z ⬝ᵥ g y x + g z x ⬝ᵥ g z y

/-- The three-body integral `L(ps,qt,ru)` as a weighted triple sum over the grid, with the
orbital pairs `a = ps`, `b = qt`, `c = ru`. -/
def threeBody (w : G → ℝ) (g : G → G → Fin d → ℝ) (φ : ι → G → ℝ) (a b c : ι × ι) : ℝ :=
  ∑ x, ∑ y, ∑ z, w x * w y * w z *
    (pairDensity φ a x * pairDensity φ b y * pairDensity φ c z) * kernel g x y z

/-- The vector intermediate of an orbital pair: the weighted grid sum over `y` of the pair
density times `g x y`. -/
def intermediate (w : G → ℝ) (g : G → G → Fin d → ℝ) (φ : ι → G → ℝ) (a : ι × ι)
    (x : G) : Fin d → ℝ :=
  fun k => ∑ y, w y * pairDensity φ a y * g x y k

/-- A relabeling of three orbital pairs: the pairs are permuted by `σ`, and the two orbitals
in position `i` are swapped when `s i` is true. -/
def relabel (σ : Equiv.Perm (Fin 3)) (s : Fin 3 → Bool) (P : Fin 3 → ι × ι) :
    Fin 3 → ι × ι :=
  fun i => if s i then (P (σ i)).swap else P (σ i)

/-- The dot product of two intermediates at a grid point is a double grid sum over the
dot products of `g` centred at that point. -/
theorem intermediate_dot (w : G → ℝ) (g : G → G → Fin d → ℝ) (φ : ι → G → ℝ)
    (a b : ι × ι) (x : G) :
    intermediate w g φ a x ⬝ᵥ intermediate w g φ b x =
      ∑ y, ∑ z, (w y * pairDensity φ a y) * (w z * pairDensity φ b z) *
        (g x y ⬝ᵥ g x z) := by
  simp only [dotProduct, intermediate, Finset.sum_mul_sum]
  -- move the sum over vector components to the inside
  rw [Finset.sum_comm]
  refine Finset.sum_congr rfl fun y _ => ?_
  rw [Finset.sum_comm]
  refine Finset.sum_congr rfl fun z _ => ?_
  rw [Finset.mul_sum]
  refine Finset.sum_congr rfl fun k _ => ?_
  ring

/-- The three-body integral is a single grid sum over pair densities and dot products of
intermediates. -/
theorem threeBody_eq_single_sum (w : G → ℝ) (g : G → G → Fin d → ℝ) (φ : ι → G → ℝ)
    (a b c : ι × ι) :
    threeBody w g φ a b c = ∑ x, w x *
      (pairDensity φ a x * (intermediate w g φ b x ⬝ᵥ intermediate w g φ c x) +
       pairDensity φ b x * (intermediate w g φ c x ⬝ᵥ intermediate w g φ a x) +
       pairDensity φ c x * (intermediate w g φ a x ⬝ᵥ intermediate w g φ b x)) := by
  -- the term centred at the first point
  have h1 : ∑ x, ∑ y, ∑ z, w x * w y * w z *
      (pairDensity φ a x * pairDensity φ b y * pairDensity φ c z) * (g x y ⬝ᵥ g x z) =
      ∑ x, w x * (pairDensity φ a x *
        (intermediate w g φ b x ⬝ᵥ intermediate w g φ c x)) := by
    simp only [intermediate_dot, Finset.mul_sum]
    refine Finset.sum_congr rfl fun x _ => Finset.sum_congr rfl fun y _ =>
      Finset.sum_congr rfl fun z _ => ?_
    ring
  -- the term centred at the second point
  have h2 : ∑ x, ∑ y, ∑ z, w x * w y * w z *
      (pairDensity φ a x * pairDensity φ b y * pairDensity φ c z) * (g y z ⬝ᵥ g y x) =
      ∑ x, w x * (pairDensity φ b x *
        (intermediate w g φ c x ⬝ᵥ intermediate w g φ a x)) := by
    simp only [intermediate_dot, Finset.mul_sum]
    rw [Finset.sum_comm]
    refine Finset.sum_congr rfl fun y _ => ?_
    rw [Finset.sum_comm]
    refine Finset.sum_congr rfl fun z _ => Finset.sum_congr rfl fun x _ => ?_
    ring
  -- the term centred at the third point
  have h3 : ∑ x, ∑ y, ∑ z, w x * w y * w z *
      (pairDensity φ a x * pairDensity φ b y * pairDensity φ c z) * (g z x ⬝ᵥ g z y) =
      ∑ x, w x * (pairDensity φ c x *
        (intermediate w g φ a x ⬝ᵥ intermediate w g φ b x)) := by
    simp only [intermediate_dot, Finset.mul_sum]
    symm
    rw [Finset.sum_comm]
    refine Finset.sum_congr rfl fun x _ => ?_
    rw [Finset.sum_comm]
    refine Finset.sum_congr rfl fun y _ => Finset.sum_congr rfl fun z _ => ?_
    ring
  simp only [threeBody, kernel, mul_add, Finset.sum_add_distrib]
  rw [h1, h2, h3]

/-- Exchanging the first two orbital pairs leaves the three-body integral unchanged. -/
theorem threeBody_exchange (w : G → ℝ) (g : G → G → Fin d → ℝ) (φ : ι → G → ℝ)
    (a b c : ι × ι) : threeBody w g φ a b c = threeBody w g φ b a c := by
  rw [threeBody_eq_single_sum, threeBody_eq_single_sum]
  refine Finset.sum_congr rfl fun x _ => ?_
  rw [dotProduct_comm (intermediate w g φ b x) (intermediate w g φ c x),
    dotProduct_comm (intermediate w g φ c x) (intermediate w g φ a x),
    dotProduct_comm (intermediate w g φ a x) (intermediate w g φ b x)]
  ring

/-- Cycling the three orbital pairs leaves the three-body integral unchanged. -/
theorem threeBody_cycle (w : G → ℝ) (g : G → G → Fin d → ℝ) (φ : ι → G → ℝ)
    (a b c : ι × ι) : threeBody w g φ a b c = threeBody w g φ b c a := by
  rw [threeBody_eq_single_sum, threeBody_eq_single_sum]
  refine Finset.sum_congr rfl fun x _ => ?_
  ring

/-- The three-body integral is invariant under every permutation of its orbital pairs
combined with any choice of swaps inside the pairs. -/
theorem threeBody_relabel (w : G → ℝ) (g : G → G → Fin d → ℝ) (φ : ι → G → ℝ)
    (σ : Equiv.Perm (Fin 3)) (s : Fin 3 → Bool) (P : Fin 3 → ι × ι) :
    threeBody w g φ (relabel σ s P 0) (relabel σ s P 1) (relabel σ s P 2) =
      threeBody w g φ (P 0) (P 1) (P 2) := by
  -- swaps inside a pair do not change its density
  have hs : ∀ i x, pairDensity φ (relabel σ s P i) x = pairDensity φ (P (σ i)) x := by
    intro i x
    by_cases h : s i <;> simp [pairDensity, relabel, h, mul_comm]
  have hL : threeBody w g φ (relabel σ s P 0) (relabel σ s P 1) (relabel σ s P 2) =
      threeBody w g φ (P (σ 0)) (P (σ 1)) (P (σ 2)) := by
    simp only [threeBody, hs]
  rw [hL]
  -- the six permutations are generated by the exchange and the cycle
  have hσ : ∀ τ : Equiv.Perm (Fin 3),
      (τ 0 = 0 ∧ τ 1 = 1 ∧ τ 2 = 2) ∨ (τ 0 = 1 ∧ τ 1 = 0 ∧ τ 2 = 2) ∨
      (τ 0 = 1 ∧ τ 1 = 2 ∧ τ 2 = 0) ∨ (τ 0 = 2 ∧ τ 1 = 0 ∧ τ 2 = 1) ∨
      (τ 0 = 0 ∧ τ 1 = 2 ∧ τ 2 = 1) ∨ (τ 0 = 2 ∧ τ 1 = 1 ∧ τ 2 = 0) := by
    decide
  rcases hσ σ with ⟨h0, h1, h2⟩ | ⟨h0, h1, h2⟩ | ⟨h0, h1, h2⟩ | ⟨h0, h1, h2⟩ |
    ⟨h0, h1, h2⟩ | ⟨h0, h1, h2⟩ <;> rw [h0, h1, h2]
  · exact threeBody_exchange w g φ _ _ _
  · exact (threeBody_cycle w g φ _ _ _).symm
  · exact threeBody_cycle w g φ _ _ _
  · exact (threeBody_exchange w g φ _ _ _).trans (threeBody_cycle w g φ _ _ _)
  · exact (threeBody_exchange w g φ _ _ _).trans (threeBody_cycle w g φ _ _ _).symm

/-- For six different orbitals, the relabelings produce exactly 48 different index
arrangements. -/
theorem card_relabelings :
    (Finset.univ.image fun m : Equiv.Perm (Fin 3) × (Fin 3 → Bool) =>
      relabel m.1 m.2 (![(0, 1), (2, 3), (4, 5)] : Fin 3 → Fin 6 × Fin 6)).card = 48 := by
  decide +kernel

/-- For three equal orbital pairs, the integral is three times the weighted grid sum of the
pair density times the squared length of its intermediate. -/
theorem threeBody_equal_pairs (w : G → ℝ) (g : G → G → Fin d → ℝ) (φ : ι → G → ℝ)
    (a : ι × ι) :
    threeBody w g φ a a a = 3 * ∑ x, w x * pairDensity φ a x *
      (intermediate w g φ a x ⬝ᵥ intermediate w g φ a x) := by
  rw [threeBody_eq_single_sum, Finset.mul_sum]
  refine Finset.sum_congr rfl fun x _ => ?_
  ring

/-- On a two-point grid with unit weights, `g x y = x - y` and orbitals localised on the
points, exchanging orbitals between two pairs changes the integral from 1 to 0. -/
theorem exchange_between_pairs_not_symmetry :
    let g : Fin 2 → Fin 2 → Fin 1 → ℝ := fun x y _ => ((x : ℕ) : ℝ) - ((y : ℕ) : ℝ)
    let φ : Fin 2 → Fin 2 → ℝ := fun p x => if p = x then 1 else 0
    threeBody (fun _ => 1) g φ (0, 0) (1, 1) (1, 1) = 1 ∧
      threeBody (fun _ => 1) g φ (0, 1) (0, 1) (1, 1) = 0 := by
  constructor <;> simp [threeBody, kernel, pairDensity, dotProduct]

end

end TranscorrelatedThreeBody
```

```lean
#print axioms TranscorrelatedThreeBody.threeBody_eq_single_sum
#print axioms TranscorrelatedThreeBody.threeBody_relabel
#print axioms TranscorrelatedThreeBody.threeBody_equal_pairs
#print axioms TranscorrelatedThreeBody.exchange_between_pairs_not_symmetry
```

```
'TranscorrelatedThreeBody.threeBody_eq_single_sum' depends on axioms: [propext, Classical.choice, Quot.sound]
'TranscorrelatedThreeBody.threeBody_relabel' depends on axioms: [propext, Classical.choice, Quot.sound]
'TranscorrelatedThreeBody.threeBody_equal_pairs' depends on axioms: [propext, Classical.choice, Quot.sound]
'TranscorrelatedThreeBody.exchange_between_pairs_not_symmetry' depends on axioms: [propext, Classical.choice, Quot.sound]
```

## The integral and its origin

Let $\varphi_p(x)$ be the value of the real orbital $p$ at grid point $x$, and let $w(x)$ be the weight of that point. Three orbital pairs enter the integral: $a=(p,s)$, $b=(q,t)$ and $c=(r,u)$. Each has a pair density, for example $\rho_a(x)=\varphi_p(x)\varphi_s(x)$. With a vector $g(x,y)$ given for every ordered pair of points, the kernel is

$$K(x,y,z)=g(x,y)\cdot g(x,z)+g(y,z)\cdot g(y,x)+g(z,x)\cdot g(z,y),$$

and the integral is

$$L(a,b,c)=\sum_{x,y,z}w(x)w(y)w(z)\,\rho_a(x)\rho_b(y)\rho_c(z)\,K(x,y,z).$$

The kernel comes from a similarity transformation of the electronic Hamiltonian, $e^{-\tau}He^{\tau}$, with a correlator $\tau=\sum_{i<j}f(\mathbf r_i,\mathbf r_j)$ and symmetric $f$. The kinetic energy then produces the term $-\tfrac12\sum_i(\nabla_i\tau)^2$. Its part with three different electrons is $-\sum_{i<j<k}K(\mathbf r_i,\mathbf r_j,\mathbf r_k)$ in atomic units, where $g(x,y)=\nabla_x f(x,y)$. Each of the three terms in $K$ has a central electron, whose coordinate is the first argument of both factors. The overall minus sign is left out of $L$.

## Factorising around the central point

Define the intermediate of a pair as the vector

$$V_a(x)=\sum_y w(y)\rho_a(y)\,g(x,y).$$

Writing $k$ for the vector component, the dot product of two intermediates at the same point is

$$\begin{aligned}
V_b(x)\cdot V_c(x)&=\sum_k\Big(\sum_y w(y)\rho_b(y)g_k(x,y)\Big)\Big(\sum_z w(z)\rho_c(z)g_k(x,z)\Big)\\
&=\sum_{y,z}w(y)\rho_b(y)\,w(z)\rho_c(z)\;g(x,y)\cdot g(x,z).
\end{aligned}$$

Now split $L$ according to the three terms of $K$. In the first, $x$ is central, and the sums over $y$ and $z$ are exactly those above:

$$L_1=\sum_x w(x)\rho_a(x)\,V_b(x)\cdot V_c(x).$$

In the second, $y$ is central. All sums are finite, so $y$ can be moved outermost:

$$\begin{aligned}
L_2&=\sum_y w(y)\rho_b(y)\Big(\sum_z w(z)\rho_c(z)g(y,z)\Big)\cdot\Big(\sum_x w(x)\rho_a(x)g(y,x)\Big)\\
&=\sum_y w(y)\rho_b(y)\,V_c(y)\cdot V_a(y).
\end{aligned}$$

The third term, with $z$ outermost, gives in the same way

$$L_3=\sum_z w(z)\rho_c(z)\,V_a(z)\cdot V_b(z).$$

Renaming the remaining summation variable to $x$ in all three parts yields

$$L(a,b,c)=\sum_x w(x)\big[\rho_a\,V_b\cdot V_c+\rho_b\,V_c\cdot V_a+\rho_c\,V_a\cdot V_b\big](x).$$

This is a single grid sum once the intermediates are known; each intermediate is itself a grid sum at every point. In a transcorrelated calculation on a finite grid with real orbitals, the intermediates can therefore be computed once per orbital pair and shared by all integrals that contain the pair.

For three equal pairs the bracket has three identical terms, so

$$L(a,a,a)=3\sum_x w(x)\rho_a(x)\,V_a(x)\cdot V_a(x).$$

## Which relabelings leave the value unchanged

Exchanging $a$ and $b$ in the single-sum formula interchanges its first two terms and keeps the third, because the dot product is commutative. Replacing $(a,b,c)$ by $(b,c,a)$ permutes the three terms cyclically. These two moves reach all six orders of the pairs. For instance,

$$L(a,c,b)=L(c,a,b)=L(a,b,c),$$

by an exchange followed by a cycle.

Swapping the two orbitals inside a pair changes nothing either, since $\varphi_p\varphi_s=\varphi_s\varphi_p$. Six orders and $2^3$ choices of swaps make 48 relabelings. If the six orbitals are all different, the 48 index arrangements are different too; if some coincide, there can be fewer.

Moving an orbital from one pair to another is a different matter. In the two-point example, let $\varphi_0$ be 1 on point 0 and zero on point 1, and let $\varphi_1$ be the reverse. The pairs $(0,0),(1,1),(1,1)$ give $L=1$. Exchanging the second orbital of the first pair with the first orbital of the second pair gives $(0,1),(0,1),(1,1)$. The density $\varphi_0\varphi_1$ vanishes on both points, so now $L=0$.

## How the Lean statements encode this

The grid is a finite type `G`, and `ι` is the set of orbital labels. The orbitals are `φ : ι → G → ℝ`, with no requirement of orthogonality or normalisation. A pair is an element of `ι × ι`, and `pairDensity` is $\rho$. The kernel vectors have `d` real components, and `⬝ᵥ` is their dot product. `threeBody` is the literal triple sum, so the factorisation is proved and not built into the definition.

The weights may have either sign, and `g` need be neither symmetric nor antisymmetric. The diagonal values `g x x` enter as well. For a correlator with a cusp, the gradient has no defined direction when two electrons coincide, so a program has to assign some vector there; the identities hold for any assignment.

In `relabel σ s P`, position `i` receives the pair `P (σ i)`, and the flag `s i` says whether that pair is swapped after it has arrived. `threeBody_relabel` states invariance for every permutation `σ` and every choice `s`. `card_relabelings` applies all these relabelings to the pairs $(0,1),(2,3),(4,5)$ and finds 48 distinct results.

The statements concern grid sums. They give no bound on the difference between such a sum and the continuum integral. Complex orbitals are not covered: with one orbital of each pair conjugated, an in-pair swap conjugates the pair density, and the argument for that symmetry fails.

## How the proofs follow the algebra

`intermediate_dot` is the double-sum identity for two intermediates. `Finset.sum_mul_sum` multiplies out the two sums, two uses of `Finset.sum_comm` carry the component sum to the inside, and `ring` compares the summands.

In `threeBody_eq_single_sum`, the statements `h1`, `h2` and `h3` are the formulas for $L_1$, $L_2$ and $L_3$. The first needs no reordering. The second brings $y$ and then $z$ outward in the triple sum, while the third reorders the factorised side until it matches the original order. The last lines split the kernel into its three terms and insert the three results.

`threeBody_exchange` and `threeBody_cycle` compare single-sum formulas point by point. The exchange uses `dotProduct_comm`; for the cycle, `ring` only has to reorder a sum of three terms. In `threeBody_relabel`, `hs` removes the in-pair swaps by showing that the densities agree. Then `hσ` lists the six permutations of three positions, and each case is closed by the exchange, the cycle or both, apart from the identity, which is immediate.

The count of 48 is obtained by direct enumeration with `decide +kernel`. `threeBody_equal_pairs` sets the three pairs equal in the single-sum formula and collects the factor 3. For `exchange_between_pairs_not_symmetry`, `simp` evaluates both triple sums on the two-point grid.

## The order of the arguments in the intermediate

One possible error is to build the intermediate with $g(y,x)$ in place of $g(x,y)$, so that the summed point stands first. If $f$ depends only on the distance between the electrons and the diagonal values $g(x,x)$ are zero, then $g(y,x)=-g(x,y)$ on the whole grid. Both factors of each dot product change sign, the result is still correct, and a test with such a correlator does not reveal the error.

It can show when $g$ lacks this antisymmetry, as can happen when $f$ also depends on the positions of the nuclei. Take the two-point grid with unit weights again, but let $g(0,1)=1$ and let all other values of $g$ be zero. With $\rho_a$ equal to 1 on point 0 and zero on point 1, and $\rho_b,\rho_c$ the reverse, the correct integral is $g(0,1)^2=1$. With the arguments reversed, the intermediates of $b$ and $c$ at point 0 become $g(1,0)=0$, and those at point 1 become $g(1,1)=0$. Every term of the single-sum formula then vanishes, and the result is 0.
